# The Fourier transform of a Gaussian ion's charge density is a Gaussian form factor

A single ion of unit charge, centred at the origin of three-dimensional space, has its charge smeared into the Gaussian density exp(−|v|²/a²)/(√π a)³, with width a > 0. The theorem `fourier_ionDensity` states that the integral of this density against exp(−i k·v) over all space equals exp(−|k|²a²/4), for every wave vector k. The proof sets b = 1/a², writes the integrand as a constant times a complex Gaussian, and applies Mathlib's formula `GaussianFourier.integral_cexp_neg_mul_sq_norm_add`. It then has to show that the factor (π/b)^(3/2) from that formula cancels the normalisation (√π a)³, and for this it first proves, as `hbase`, that π/b = (√π a)².

Lean 4 with Mathlib refuses this proof:

```lean
import Mathlib

open MeasureTheory Set
open scoped Real

namespace EwaldGaussianIons

noncomputable section

/-- Three-dimensional position or wave-vector space. -/
abbrev Space := EuclideanSpace ℝ (Fin 3)

/-- The Gaussian charge density of width `a` for an ion of unit charge. -/
def ionDensity (a : ℝ) (v : Space) : ℝ :=
  Real.exp (-‖v‖ ^ 2 / a ^ 2) / (√π * a) ^ 3

/-- The form factor of a Gaussian ion of width `a` at wave number `k`. -/
def formFactor (a k : ℝ) : ℝ := Real.exp (-k ^ 2 * a ^ 2 / 4)

/-- The Fourier transform of the Gaussian ion density is the form factor. -/
theorem fourier_ionDensity {a : ℝ} (ha : 0 < a) (k : Space) :
    ∫ v : Space, (ionDensity a v : ℂ) * Complex.exp (-Complex.I * (inner ℝ k v : ℝ))
      = (formFactor a ‖k‖ : ℂ) := by
  obtain ⟨b, hb⟩ : ∃ b : ℂ, b = ((1 / a ^ 2 : ℝ) : ℂ) := ⟨_, rfl⟩
  have hbre : 0 < b.re := by
    rw [hb, Complex.ofReal_re]
    positivity
  have hy : 0 < √π * a := mul_pos (Real.sqrt_pos.2 Real.pi_pos) ha
  have h := GaussianFourier.integral_cexp_neg_mul_sq_norm_add hbre (-Complex.I) k
  have hpt : ∀ v : Space,
      (ionDensity a v : ℂ) * Complex.exp (-Complex.I * (inner ℝ k v : ℝ))
        = (((√π * a) ^ 3 : ℝ) : ℂ)⁻¹ *
          Complex.exp (-b * (‖v‖ : ℂ) ^ 2 + -Complex.I * (inner ℝ k v : ℝ)) := by
    intro v
    have e : ((-‖v‖ ^ 2 / a ^ 2 : ℝ) : ℂ) = -b * (‖v‖ : ℂ) ^ 2 := by
      rw [hb]; push_cast; ring
    rw [ionDensity, Complex.ofReal_div, Complex.ofReal_exp, e, Complex.exp_add]
    ring
  -- the Gaussian normalisation in three dimensions
  have hbase : (π : ℂ) / b = (((√π * a) ^ 2 : ℝ) : ℂ) := by
    rw [mul_pow, Real.sq_sqrt Real.pi_pos.le, hb]
    push_cast
    ring
  have hpow : ((√π * a) ^ 2) ^ (3 / 2 : ℝ) = (√π * a) ^ 3 := by
    rw [← Real.rpow_natCast (√π * a) 2, ← Real.rpow_mul hy.le,
      ← Real.rpow_natCast (√π * a) 3]
    norm_num
  have hexp : (((3 : ℕ) : ℂ) / 2) = ((3 / 2 : ℝ) : ℂ) := by push_cast; ring
  have hlast : (-Complex.I) ^ 2 * (‖k‖ : ℂ) ^ 2 / (4 * b)
      = ((-‖k‖ ^ 2 * a ^ 2 / 4 : ℝ) : ℂ) := by
    rw [neg_sq, Complex.I_sq, hb]
    push_cast
    field_simp
  have hne : (((√π * a) ^ 3 : ℝ) : ℂ) ≠ 0 := Complex.ofReal_ne_zero.2 (pow_pos hy 3).ne'
  rw [integral_congr_ae (ae_of_all _ hpt), integral_const_mul, h, finrank_euclideanSpace_fin,
    hbase, hexp, ← Complex.ofReal_cpow (by positivity), hpow, hlast, ← mul_assoc,
    inv_mul_cancel₀ hne, one_mul, formFactor, Complex.ofReal_exp]

end

end EwaldGaussianIons
```

Messages:

```
Try this:
  [apply] ring_nf
  
  The `ring` tactic failed to close the goal. Use `ring_nf` to obtain a normal form.
    
  Note that `ring` works primarily in *commutative* rings. If you have a noncommutative ring, abelian group or module, consider using `noncomm_ring`, `abel` or `module` instead.
Main.lean:40:57: error: unsolved goals
a : ℝ
ha : 0 < a
k : Space
b : ℂ
hb : b = ↑(1 / a ^ 2)
hbre : 0 < b.re
hy : 0 < √π * a
h :
  ∫ (v : Space), Complex.exp (-b * ↑‖v‖ ^ 2 + -Complex.I * ↑(inner ℝ k v)) =
    (↑π / b) ^ (↑(Module.finrank ℝ Space) / 2) * Complex.exp ((-Complex.I) ^ 2 * ↑‖k‖ ^ 2 / (4 * b))
hpt :
  ∀ (v : Space),
    ↑(ionDensity a v) * Complex.exp (-Complex.I * ↑(inner ℝ k v)) =
      (↑((√π * a) ^ 3))⁻¹ * Complex.exp (-b * ↑‖v‖ ^ 2 + -Complex.I * ↑(inner ℝ k v))
⊢ ↑π * (↑a)⁻¹⁻¹ ^ 2 = ↑π * ↑a ^ 2
```

Diagnosis. The error is in `hbase`. Once b is replaced by 1/a² and the casts are pushed inwards, the goal is in substance π/(1/a²) = πa² over the complex numbers. `ring` fails to close it, and the goal left over is `↑π * (↑a)⁻¹⁻¹ ^ 2 = ↑π * ↑a ^ 2`. The two sides differ only in the double inverse, which `ring` did not reduce to `↑a`. The equation is true, and the message's advice about noncommutative rings does not apply, since ℂ is commutative.

The repair replaces `ring` with `field_simp`, which simplifies fractions in a field and so can deal with the division by 1/a², closing the goal. The added line `ha'` derives from `0 < a` that a is nonzero as a complex number, a fact `field_simp` can use when cancelling powers of a.

The change, after which it compiles:

```diff
@@ -39,7 +39,8 @@
   -- the Gaussian normalisation in three dimensions
   have hbase : (π : ℂ) / b = (((√π * a) ^ 2 : ℝ) : ℂ) := by
+    have ha' : (a : ℂ) ≠ 0 := Complex.ofReal_ne_zero.2 ha.ne'
     rw [mul_pow, Real.sq_sqrt Real.pi_pos.le, hb]
     push_cast
-    ring
+    field_simp
   have hpow : ((√π * a) ^ 2) ^ (3 / 2 : ℝ) = (√π * a) ^ 3 := by
     rw [← Real.rpow_natCast (√π * a) 2, ← Real.rpow_mul hy.le,
```
